# Dissipated work bounds the lag behind equilibrium in finite-state protocols started in equilibrium with Boltzmann-preserving relaxation

Work is treated here through one-time distributions, without a probability space of trajectories. The mean work needs only the state distribution at each energy switch, and the lag needs only the final one. A path-space model would make work a random variable and could address its fluctuations, as the Jarzynski and Crooks relations do, at the price of introducing path weights and, for Crooks, a reversed process.

The state space `S` is finite, and energies are real functions on it.

```lean
import Mathlib

open Finset

namespace DissipationBoundsLag

noncomputable section

variable {S : Type*} [Fintype S]
```

## Equilibrium, lag and work

At inverse temperature $\beta$, an energy function $U$ has the partition function $Z=\sum_x e^{-\beta U(x)}$,

```lean
/-- The canonical partition function at inverse temperature `β`. -/
def partitionFn (β : ℝ) (U : S → ℝ) : ℝ := ∑ x, Real.exp (-β * U x)
```

the Boltzmann distribution $\pi(x)=e^{-\beta U(x)}/Z$,

```lean
/-- The Boltzmann distribution of the energy function `U`. -/
def boltzmann (β : ℝ) (U : S → ℝ) (x : S) : ℝ :=
  Real.exp (-β * U x) / partitionFn β U
```

and the free energy $F=-\beta^{-1}\log Z$.

```lean
/-- The Helmholtz free energy `-log Z / β`. -/
def freeEnergy (β : ℝ) (U : S → ℝ) : ℝ := -Real.log (partitionFn β U) / β
```

The lag is measured by the relative entropy $D(p\|q)=\sum_x p(x)\log\frac{p(x)}{q(x)}$, with the actual distribution first and the equilibrium one second. States with $p(x)=0$ contribute zero. The definition is meant for $q$ positive everywhere, as it is in every use below.

```lean
/-- The relative entropy (Kullback-Leibler divergence) of a distribution `p` with respect to a
distribution `q` that is positive everywhere. -/
def relEntropy (p q : S → ℝ) : ℝ := ∑ x, p x * Real.log (p x / q x)
```

Transition probabilities $P(x,y)$ carry $p$ to $(pP)(y)=\sum_x p(x)P(x,y)$.

```lean
/-- The distribution after one step with transition probabilities `P x y` from `x` to `y`. -/
def evolve (P : S → S → ℝ) (p : S → ℝ) (y : S) : ℝ := ∑ x, p x * P x y
```

A thermal kernel is nonnegative, has rows summing to one, and satisfies $\pi P=\pi$. This last condition is assumed; it stands for a thermostat or Monte Carlo move that leaves the current ensemble exactly invariant. Detailed balance is not required.

```lean
/-- A stochastic kernel that preserves the Boltzmann distribution of `U`. -/
structure IsThermalKernel (β : ℝ) (U : S → ℝ) (P : S → S → ℝ) : Prop where
  nonneg : ∀ x y, 0 ≤ P x y
  row_sum : ∀ x, ∑ y, P x y = 1
  stationary : ∀ y, evolve P (boltzmann β U) y = boltzmann β U y
```

Write $U_k$ for `U k`, and $\pi_k,Z_k,F_k$ for its equilibrium quantities. The protocol starts from $\rho_0=\pi_0$. Each step switches $U_k$ to $U_{k+1}$ at fixed state, then relaxes: $\rho_{k+1}=\rho_kP_{k+1}$. The theorems on protocols take each $P_{k+1}$ to be a thermal kernel for the new energy $U_{k+1}$, so that it preserves $\pi_{k+1}$.

```lean
/-- The actual distribution of the state after `k` steps, started in equilibrium;
the kernel `P (k+1)` acts after the switch from `U k` to `U (k+1)`. -/
def actualDist (β : ℝ) (U : ℕ → S → ℝ) (P : ℕ → S → S → ℝ) : ℕ → S → ℝ
  | 0 => boltzmann β (U 0)
  | k + 1 => evolve (P (k + 1)) (actualDist β U P k)
```

Only the switches do work, so the mean work of $n$ steps is
$$\langle W\rangle=\sum_{k=0}^{n-1}\sum_x\rho_k(x)\,[U_{k+1}(x)-U_k(x)].$$

```lean
/-- The mean work of `n` steps: the sum of the mean energy changes at the switches. -/
def meanWork (β : ℝ) (U : ℕ → S → ℝ) (P : ℕ → S → S → ℝ) (n : ℕ) : ℝ :=
  ∑ k ∈ range n, ∑ x, actualDist β U P k x * (U (k + 1) x - U k x)
```

With at least one state, $Z$ is a nonempty sum of positive terms. Hence $\pi(x)>0$ and $\sum_x\pi(x)=1$.

```lean
variable [Nonempty S]

/-- Boltzmann probabilities are positive and sum to one. -/
theorem boltzmann_prob (β : ℝ) (U : S → ℝ) :
    (∀ x, 0 < boltzmann β U x) ∧ ∑ x, boltzmann β U x = 1 := by
  have hZ : 0 < partitionFn β U := sum_pos (fun x _ => Real.exp_pos _) univ_nonempty
  refine ⟨fun x => div_pos (Real.exp_pos _) hZ, ?_⟩
  unfold boltzmann
  rw [← Finset.sum_div]
  exact div_self hZ.ne'
```

## Relative entropy as a free-energy excess

Since $\log\pi(x)=-\beta U(x)-\log Z$, any normalised $p$ satisfies
$$D(p\|\pi)=\sum_x p(x)\log p(x)+\beta\sum_x p(x)U(x)+\log Z.$$
The proof checks this state by state, treating $p(x)=0$ separately, and then sums.

```lean
/-- Relative entropy to equilibrium is minus the entropy, plus `β` times the mean energy,
plus the logarithm of the partition function. -/
theorem relEntropy_boltzmann (β : ℝ) (U : S → ℝ) {p : S → ℝ} (hp : ∑ x, p x = 1) :
    relEntropy p (boltzmann β U) =
      ∑ x, p x * Real.log (p x) + β * ∑ x, p x * U x + Real.log (partitionFn β U) := by
  have hZ : 0 < partitionFn β U := sum_pos (fun x _ => Real.exp_pos _) univ_nonempty
  have h : ∀ x, p x * Real.log (p x / boltzmann β U x) =
      p x * Real.log (p x) + β * (p x * U x) + p x * Real.log (partitionFn β U) := by
    intro x
    by_cases hx : p x = 0
    · simp [hx]
    · rw [Real.log_div hx ((boltzmann_prob β U).1 x).ne', boltzmann,
        Real.log_div (Real.exp_ne_zero _) hZ.ne', Real.log_exp]
      ring
  have hc : ∑ x, p x * Real.log (partitionFn β U) = Real.log (partitionFn β U) := by
    rw [← Finset.sum_mul, hp, one_mul]
  unfold relEntropy
  rw [Finset.sum_congr rfl fun x _ => h x, sum_add_distrib, sum_add_distrib, hc,
    Finset.mul_sum]
```

## Relaxation cannot increase the lag

Set $r(y)=(pP)(y)/\pi(y)$. For a transition with $p(x)P(x,y)>0$, the inequality $\log t\le t-1$ at $t=r(y)\pi(x)/p(x)$ gives
$$P(x,y)\,p(x)\left[\log r(y)-\log\frac{p(x)}{\pi(x)}\right]\le P(x,y)\,[\pi(x)r(y)-p(x)].$$
This is `key`, which also covers the zero cases. Summed over $x$ and $y$, the left side is $D(pP\|\pi)-D(p\|\pi)$ (`hA`, `hB`). By stationarity the right side is $\sum_y\pi(y)r(y)-\sum_xp(x)=0$ (`hC`).

```lean
/-- Relaxation with a thermal kernel never increases the relative entropy to equilibrium. -/
theorem relEntropy_relax_le {β : ℝ} {U : S → ℝ} {P : S → S → ℝ}
    (h : IsThermalKernel β U P) {p : S → ℝ} (hp : ∀ x, 0 ≤ p x) :
    relEntropy (evolve P p) (boltzmann β U) ≤ relEntropy p (boltzmann β U) := by
  have hq := (boltzmann_prob β U).1
  obtain ⟨r, hr⟩ : ∃ r : S → ℝ, ∀ y, r y = evolve P p y / boltzmann β U y :=
    ⟨_, fun _ => rfl⟩
  have hr0 : ∀ y, 0 ≤ r y := fun y => by
    rw [hr]
    exact div_nonneg (sum_nonneg fun x _ => mul_nonneg (hp x) (h.nonneg x y)) (hq y).le
  -- `log t ≤ t - 1` for every single transition
  have key : ∀ x y, P x y * (p x * Real.log (r y) - p x * Real.log (p x / boltzmann β U x))
      ≤ P x y * (boltzmann β U x * r y - p x) := by
    intro x y
    rcases (h.nonneg x y).eq_or_lt with h0 | h0
    · rw [← h0]; simp
    refine mul_le_mul_of_nonneg_left ?_ h0.le
    rcases (hp x).eq_or_lt with hx | hx
    · rw [← hx]
      simpa using mul_nonneg (hq x).le (hr0 y)
    have hy : 0 < r y := by
      rw [hr]
      exact div_pos (lt_of_lt_of_le (mul_pos hx h0)
        (single_le_sum (f := fun z => p z * P z y)
          (fun z _ => mul_nonneg (hp z) (h.nonneg z y)) (mem_univ x))) (hq y)
    have hd := div_pos hx (hq x)
    have hl := mul_le_mul_of_nonneg_left (Real.log_le_sub_one_of_pos (div_pos hy hd)) hx.le
    rw [Real.log_div hy.ne' hd.ne'] at hl
    have he : p x * (r y / (p x / boltzmann β U x) - 1) = boltzmann β U x * r y - p x := by
      have h1 := hx.ne'
      have h2 := (hq x).ne'
      field_simp
    linarith
  have hsum := sum_le_sum fun y (_ : y ∈ univ) => sum_le_sum fun x (_ : x ∈ univ) => key x y
  have hA : ∑ y, ∑ x, P x y * (p x * Real.log (r y)) =
      relEntropy (evolve P p) (boltzmann β U) := by
    unfold relEntropy
    refine sum_congr rfl fun y _ => ?_
    rw [← hr, evolve, Finset.sum_mul]
    exact sum_congr rfl fun x _ => by ring
  have hB : ∑ y, ∑ x, P x y * (p x * Real.log (p x / boltzmann β U x)) =
      relEntropy p (boltzmann β U) := by
    rw [sum_comm]
    unfold relEntropy
    exact sum_congr rfl fun x _ => by rw [← Finset.sum_mul, h.row_sum, one_mul]
  -- stationarity makes the right-hand side vanish
  have hC : ∑ y, ∑ x, P x y * (boltzmann β U x * r y) = ∑ y, ∑ x, P x y * p x := by
    refine sum_congr rfl fun y _ => ?_
    calc _ = evolve P (boltzmann β U) y * r y := by
          rw [evolve, Finset.sum_mul]
          exact sum_congr rfl fun x _ => by ring
      _ = evolve P p y := by rw [h.stationary, hr, mul_div_cancel₀ _ (hq y).ne']
      _ = _ := sum_congr rfl fun x _ => mul_comm _ _
  simp only [mul_sub, sum_sub_distrib] at hsum
  linarith
```

Each $\rho_k$ remains nonnegative and normalised, by induction on the steps.

```lean
/-- The actual distribution stays a probability distribution throughout the protocol. -/
theorem actualDist_prob {β : ℝ} {U : ℕ → S → ℝ} {P : ℕ → S → S → ℝ} (n : ℕ)
    (hP : ∀ k < n, IsThermalKernel β (U (k + 1)) (P (k + 1))) :
    (∀ x, 0 ≤ actualDist β U P n x) ∧ ∑ x, actualDist β U P n x = 1 := by
  induction n with
  | zero => exact ⟨fun x => ((boltzmann_prob β (U 0)).1 x).le, (boltzmann_prob β (U 0)).2⟩
  | succ n ih =>
    obtain ⟨h0, h1⟩ := ih fun k hk => hP k (by omega)
    have hn := hP n (by omega)
    refine ⟨fun y => sum_nonneg fun x _ => mul_nonneg (h0 x) (hn.nonneg x y), ?_⟩
    simp only [actualDist, evolve]
    rw [sum_comm]
    simp only [← Finset.mul_sum, hn.row_sum, mul_one, h1]
```

## Where the dissipated work goes

At a switch $\rho_k$ is fixed, so its entropy cancels:
$$D(\rho_k\|\pi_{k+1})-D(\rho_k\|\pi_k)=\beta\left[\sum_x\rho_k(x)(U_{k+1}(x)-U_k(x))-(F_{k+1}-F_k)\right].$$
Add these equations and use $D(\rho_0\|\pi_0)=0$. With $\Delta F=F_n-F_0$,
$$\langle W\rangle-\Delta F=\frac1\beta\left[D(\rho_n\|\pi_n)+\sum_{k=0}^{n-1}\bigl(D(\rho_k\|\pi_{k+1})-D(\rho_{k+1}\|\pi_{k+1})\bigr)\right].$$
In Lean the telescoping is an induction, with `hs` as the switch equation. The kernels are still assumed thermal, which keeps each $\rho_k$ normalised, but the sign of $\beta$ plays no role here: $\beta\ne0$ is enough.

```lean
/-- Dissipated work is the sum of the final lag and the relative entropies lost in the relaxation
steps, all divided by `β`. -/
theorem dissipation_eq {β : ℝ} (hβ : β ≠ 0) {U : ℕ → S → ℝ} {P : ℕ → S → S → ℝ} (n : ℕ)
    (hP : ∀ k < n, IsThermalKernel β (U (k + 1)) (P (k + 1))) :
    meanWork β U P n - (freeEnergy β (U n) - freeEnergy β (U 0)) =
      (relEntropy (actualDist β U P n) (boltzmann β (U n)) +
        ∑ k ∈ range n, (relEntropy (actualDist β U P k) (boltzmann β (U (k + 1))) -
          relEntropy (actualDist β U P (k + 1)) (boltzmann β (U (k + 1))))) / β := by
  induction n with
  | zero =>
    have h : ∀ x, boltzmann β (U 0) x / boltzmann β (U 0) x = 1 :=
      fun x => div_self ((boltzmann_prob β (U 0)).1 x).ne'
    simp [meanWork, relEntropy, actualDist, h]
  | succ n ih =>
    have ih' := ih fun k hk => hP k (by omega)
    have hp := (actualDist_prob n fun k hk => hP k (by omega)).2
    -- a switch at fixed distribution turns dissipated work into relative entropy
    have hs : ∑ x, actualDist β U P n x * (U (n + 1) x - U n x) -
        (freeEnergy β (U (n + 1)) - freeEnergy β (U n)) =
        (relEntropy (actualDist β U P n) (boltzmann β (U (n + 1))) -
          relEntropy (actualDist β U P n) (boltzmann β (U n))) / β := by
      rw [relEntropy_boltzmann β (U (n + 1)) hp, relEntropy_boltzmann β (U n) hp]
      simp only [freeEnergy, mul_sub, sum_sub_distrib]
      field_simp
      ring
    have hW : meanWork β U P (n + 1) = meanWork β U P n +
        ∑ x, actualDist β U P n x * (U (n + 1) x - U n x) := by
      simp only [meanWork, sum_range_succ]
    rw [hW, sum_range_succ]
    linear_combination ih' + hs
```

Every term in the sum over $k$ is nonnegative by the relaxation inequality. For $\beta>0$, therefore,
$$\frac{D(\rho_n\|\pi_n)}\beta\le\langle W\rangle-\Delta F.$$
In nonequilibrium switching simulations that fit this finite-state model with exactly stationary kernels, the mean dissipated work thus limits how far, in relative entropy, the distribution of the final state can be from the target ensemble.

```lean
/-- Dissipation bounds lag: the relative entropy between the actual and the equilibrium
distribution at the end of the protocol, divided by `β`, is at most the dissipated work. -/
theorem lag_le_dissipation {β : ℝ} (hβ : 0 < β) {U : ℕ → S → ℝ} {P : ℕ → S → S → ℝ} (n : ℕ)
    (hP : ∀ k < n, IsThermalKernel β (U (k + 1)) (P (k + 1))) :
    relEntropy (actualDist β U P n) (boltzmann β (U n)) / β ≤
      meanWork β U P n - (freeEnergy β (U n) - freeEnergy β (U 0)) := by
  rw [dissipation_eq hβ.ne' n hP]
  have hs : 0 ≤ ∑ k ∈ range n, (relEntropy (actualDist β U P k) (boltzmann β (U (k + 1))) -
      relEntropy (actualDist β U P (k + 1)) (boltzmann β (U (k + 1)))) := by
    refine sum_nonneg fun k hk => sub_nonneg.2 ?_
    have hk' := mem_range.1 hk
    exact relEntropy_relax_le (hP k hk') (actualDist_prob k fun j hj => hP j (by omega)).1
  gcongr
  linarith
```

## Zero dissipation and pure switching

For $a=\sqrt{p(x)}>0$ and $b=\sqrt{q(x)}>0$, the bound $\log(b/a)\le b/a-1$ gives
$$p(x)\log\frac{p(x)}{q(x)}=-2a^2\log\frac ba\ge2a^2-2ab=(a-b)^2+a^2-b^2.$$
The case $p(x)=0$ is immediate. Summing over states cancels $a^2-b^2$ by normalisation.

```lean
omit [Nonempty S] in
/-- Relative entropy is at least the squared Hellinger distance `∑ (√p - √q)²`. -/
theorem hellinger_le_relEntropy {p q : S → ℝ} (hp : ∀ x, 0 ≤ p x) (hq : ∀ x, 0 < q x)
    (hp1 : ∑ x, p x = 1) (hq1 : ∑ x, q x = 1) :
    ∑ x, (√(p x) - √(q x)) ^ 2 ≤ relEntropy p q := by
  have key : ∀ x, (√(p x) - √(q x)) ^ 2 + (p x - q x) ≤ p x * Real.log (p x / q x) := by
    intro x
    have ea := Real.sq_sqrt (hp x)
    have eb := Real.sq_sqrt (hq x).le
    have hb := Real.sqrt_pos.2 (hq x)
    rcases (hp x).eq_or_lt with hx | hx
    · rw [← hx]
      simp [eb]
    have ha := Real.sqrt_pos.2 hx
    generalize √(p x) = a at *
    generalize √(q x) = b at *
    rw [← ea, ← eb]
    have hl := mul_le_mul_of_nonneg_left
      (Real.log_le_sub_one_of_pos (div_pos hb ha)) (sq_nonneg a)
    have he : a ^ 2 * (b / a - 1) = a * b - a ^ 2 := by
      have := ha.ne'
      field_simp
    rw [he, Real.log_div hb.ne' ha.ne'] at hl
    rw [Real.log_div (pow_pos ha 2).ne' (pow_pos hb 2).ne', Real.log_pow, Real.log_pow]
    push_cast
    linarith
  have hs := sum_le_sum fun x (_ : x ∈ univ) => key x
  rw [sum_add_distrib, sum_sub_distrib, hp1, hq1] at hs
  unfold relEntropy
  linarith
```

If $\langle W\rangle=\Delta F$, then $D(\rho_n\|\pi_n)\le0$. Every squared difference of roots must vanish, so $\rho_n=\pi_n$.

```lean
/-- If the mean work equals the free-energy difference, the final distribution is the
Boltzmann distribution of the final energy. -/
theorem no_lag_of_reversible {β : ℝ} (hβ : 0 < β) {U : ℕ → S → ℝ} {P : ℕ → S → S → ℝ}
    (n : ℕ) (hP : ∀ k < n, IsThermalKernel β (U (k + 1)) (P (k + 1)))
    (hW : meanWork β U P n = freeEnergy β (U n) - freeEnergy β (U 0)) :
    actualDist β U P n = boltzmann β (U n) := by
  obtain ⟨hp, hp1⟩ := actualDist_prob n hP
  obtain ⟨hq, hq1⟩ := boltzmann_prob β (U n)
  have hlag := lag_le_dissipation hβ n hP
  rw [hW, sub_self, div_le_iff₀ hβ, zero_mul] at hlag
  have hH := (hellinger_le_relEntropy hp hq hp1 hq1).trans hlag
  funext x
  have hx := (single_le_sum (f := fun z => (√(actualDist β U P n z) -
    √(boltzmann β (U n) z)) ^ 2) (fun z _ => sq_nonneg _) (mem_univ x)).trans hH
  have h0 := pow_eq_zero_iff (two_ne_zero) |>.1 (le_antisymm hx (sq_nonneg _))
  exact (Real.sqrt_inj (hp x) (hq x).le).1 (sub_eq_zero.1 h0)
```

If every kernel is the identity, relaxation removes no relative entropy and the bound becomes an equality.

```lean
/-- Without any relaxation (every kernel leaves the state unchanged) the lag divided by `β`
equals the dissipated work. -/
theorem quench_saturates [DecidableEq S] {β : ℝ} (hβ : β ≠ 0) (U : ℕ → S → ℝ) (n : ℕ) :
    let P : ℕ → S → S → ℝ := fun _ x y => if x = y then 1 else 0
    relEntropy (actualDist β U P n) (boltzmann β (U n)) / β =
      meanWork β U P n - (freeEnergy β (U n) - freeEnergy β (U 0)) := by
  intro P
  have he : ∀ (k : ℕ) (p : S → ℝ), evolve (P k) p = p := fun k p => by
    funext y
    simp [evolve, P]
  have hP : ∀ k < n, IsThermalKernel β (U (k + 1)) (P (k + 1)) := fun k _ =>
    { nonneg := fun x y => by
        dsimp only [P]
        split_ifs <;> norm_num
      row_sum := fun x => by simp [P]
      stationary := fun y => congrFun (he (k + 1) (boltzmann β (U (k + 1)))) y }
  have hd : ∀ k, actualDist β U P (k + 1) = actualDist β U P k :=
    fun k => he (k + 1) (actualDist β U P k)
  rw [dissipation_eq hβ n hP]
  simp only [hd, sub_self, sum_const_zero, add_zero]
```

At the other extreme, the heat-bath kernel $P(x,y)=\pi(y)$ forgets the old state and redraws from equilibrium. It satisfies all three kernel conditions.

```lean
/-- The heat-bath kernel, which redraws the state from the Boltzmann distribution,
is a thermal kernel. -/
theorem heatBath_witness (β : ℝ) (U : S → ℝ) :
    IsThermalKernel β U (fun _ y => boltzmann β U y) where
  nonneg := fun _ y => ((boltzmann_prob β U).1 y).le
  row_sum := fun _ => (boltzmann_prob β U).2
  stationary := fun y => by
    rw [evolve, ← Finset.sum_mul, (boltzmann_prob β U).2, one_mul]

end

end DissipationBoundsLag
```

## Two states, one switch

Take $\beta=1$, $U_0=(0,0)$ and $U_1=(0,\log3)$. Then $\pi_0=(\tfrac12,\tfrac12)$ and $\pi_1=(\tfrac34,\tfrac14)$. The mean work is $\tfrac12\log3$ and $\Delta F=\log\tfrac32$, so the dissipated work is $\tfrac12\log\tfrac43\approx0.144$.

Without relaxation, the lag is $\tfrac12\log\tfrac23+\tfrac12\log2=\tfrac12\log\tfrac43$, the same number. With the heat bath it is zero, although the dissipated work is unchanged: vanishing lag does not imply vanishing dissipated work.

```lean
#print axioms DissipationBoundsLag.lag_le_dissipation
#print axioms DissipationBoundsLag.no_lag_of_reversible
#print axioms DissipationBoundsLag.quench_saturates
```

```
'DissipationBoundsLag.lag_le_dissipation' depends on axioms: [propext, Classical.choice, Quot.sound]
'DissipationBoundsLag.no_lag_of_reversible' depends on axioms: [propext, Classical.choice, Quot.sound]
'DissipationBoundsLag.quench_saturates' depends on axioms: [propext, Classical.choice, Quot.sound]
```
